# Permutation symmetry leaves n²(n²−1)/4 free values per component in a two-electron spin–orbit array over n real orbitals

In a molecule, the spin of an electron couples to its own motion in the field of the other electrons and to the motion of those electrons. Over $n$ real orbitals $\varphi_p$, each Cartesian component of this coupling is described by a table of integrals with four orbital indices. The table has $n^4$ entries, but many of them are equal up to sign or vanish. How many values have to be known before the permutation symmetries fix all the others?

## Symmetries of the integrals

Up to constant factors, the $z$ component of the interaction contains $(\mathbf r_{12}\times\nabla_1)_z/r_{12}^3$, where $\mathbf r_{12}$ points from electron 2 to electron 1. Since $\mathbf r_{12}/r_{12}^3=-\nabla_1(1/r_{12})$, an integration by parts moves the derivative from $1/r_{12}$ to the orbitals. The second derivatives cancel in the cross product, and the boundary terms vanish for orbitals that decay. The result is

$$g(p,q,r,s)=\iint \frac{\left(\partial_x\varphi_p\,\partial_y\varphi_q-\partial_y\varphi_p\,\partial_x\varphi_q\right)(\mathbf r_1)\;\varphi_r(\mathbf r_2)\varphi_s(\mathbf r_2)}{r_{12}}\,d\mathbf r_2\,d\mathbf r_1 .$$

Exchanging $p$ and $q$ reverses the sign of the first factor, and exchanging $r$ and $s$ leaves the second unchanged:

$$g(q,p,r,s)=-g(p,q,r,s),\qquad g(p,q,s,r)=g(p,q,r,s).$$

Sums and real multiples of arrays with these symmetries have them too, so such arrays form a real vector space. The claim is that its dimension is $n^2(n^2-1)/4$, and that the entries with $p<q$ and $r\le s$ serve as coordinates.

## Counting the free entries

**The selected entries determine the array.** Suppose that they all vanish. Symmetry in $r,s$ gives $g(p,q,r,s)=0$ for all $r,s$ when $p<q$. Antisymmetry extends this to $p>q$. For $p=q$ it gives $g(p,p,r,s)=-g(p,p,r,s)$, hence zero. The whole array vanishes, and because evaluation is linear, two arrays with the same selected entries are equal.

**The selected entries are free.** Given any numbers $c(p,q;r,s)$ for $p<q$, $r\le s$, write $m=\min(r,s)$ and $\ell=\max(r,s)$ and set

$$g(p,q,r,s)=\begin{cases}c(p,q;m,\ell)&p<q\\-c(q,p;m,\ell)&q<p\\0&p=q.\end{cases}$$

This array has both symmetries and the prescribed entries.

**The number of pairs.** Let $S$ be the number of pairs $p<q$ and $W$ the number of pairs $r\le s$. Each of the $n^2$ ordered pairs is either strictly increasing or weakly decreasing, and there are as many weakly decreasing pairs as weakly increasing ones, so $S+W=n^2$. The weakly increasing pairs are the strictly increasing ones and the diagonal, so $W=S+n$. Therefore $S=n(n-1)/2$, $W=n(n+1)/2$, and

$$SW=\frac{n(n-1)}2\cdot\frac{n(n+1)}2=\frac{n^2(n^2-1)}4 .$$

For $n=1$ the dimension is zero: the only integral over a single real orbital vanishes. For $n=2$, with orbitals numbered 0 and 1, it is three, and the coordinates are $g(0,1,0,0)$, $g(0,1,0,1)$ and $g(0,1,1,1)$. They fix all sixteen entries.

A program that stores the table for real orbitals and uses only permutation symmetry can manage with this many values per Cartesian component.

## Antisymmetry of the mean-field matrix

The spin–orbit mean-field approximation contracts the array with a density matrix $D$, summed over spin, to give the two-electron part of an effective one-electron matrix:

$$M_{pq}=\sum_{r,s}D_{rs}\left[g(p,q,r,s)-\tfrac32 g(p,s,r,q)-\tfrac32 g(r,q,p,s)\right].$$

The factor $\tfrac32$ stands for the weights 1 and 2 of the spin-same-orbit and spin-other-orbit terms, added and then halved because each spin is taken to carry half of the density. For a closed shell this holds exactly; for an open shell it is part of the approximation.

Let $D$ be symmetric. In $M_{qp}$ the three terms are

$$g(q,p,r,s)=-g(p,q,r,s),\quad g(q,s,r,p)=-g(s,q,p,r),\quad g(r,p,q,s)=-g(p,r,s,q).$$

Renaming $r\leftrightarrow s$ turns the last two into $-g(r,q,p,s)$ and $-g(p,s,r,q)$, so each exchange term becomes minus the other. Hence $M_{qp}=-M_{pq}$. Multiplied by the factor $-i$ of the momentum operator, such a real matrix is Hermitian.

## Arrays and integrals in Lean

```lean
import Mathlib

open MeasureTheory

namespace SpinOrbitIntegralCount

noncomputable section
```

The two symmetries are collected in one proposition about a four-index array. `Fin n` is the set of orbital labels $0,\dots,n-1$. The first two indices belong to electron 1 and the last two to electron 2.

```lean
/-- The permutation symmetries of a four-index array over real orbitals: antisymmetric in the
first pair of indices and symmetric in the second pair. -/
structure IsSpinOrbitArray {n : ℕ} (g : Fin n → Fin n → Fin n → Fin n → ℝ) : Prop where
  antisymm : ∀ p q r s, g q p r s = -g p q r s
  symm : ∀ p q r s, g p q s r = g p q r s
```

The arrays that satisfy it form a `Submodule`, that is, a linear subspace of all real four-index arrays. The three proof fields check the zero array, sums and real multiples.

```lean
/-- The real vector space of all arrays with the spin-orbit permutation symmetries. -/
def spinOrbitSpace (n : ℕ) : Submodule ℝ (Fin n → Fin n → Fin n → Fin n → ℝ) where
  carrier := {g | IsSpinOrbitArray g}
  zero_mem' := by
    show IsSpinOrbitArray _
    exact ⟨fun _ _ _ _ => by simp, fun _ _ _ _ => rfl⟩
  add_mem' := by
    rintro a b ⟨ha, ha'⟩ ⟨hb, hb'⟩
    show IsSpinOrbitArray _
    refine ⟨fun p q r s => ?_, fun p q r s => ?_⟩
    · show a q p r s + b q p r s = -(a p q r s + b p q r s)
      linarith [ha p q r s, hb p q r s]
    · show a p q s r + b p q s r = a p q r s + b p q r s
      linarith [ha' p q r s, hb' p q r s]
  smul_mem' := by
    rintro k a ⟨ha, ha'⟩
    show IsSpinOrbitArray _
    refine ⟨fun p q r s => ?_, fun p q r s => ?_⟩
    · show k * a q p r s = -(k * a p q r s)
      rw [ha p q r s]
      ring
    · show k * a p q s r = k * a p q r s
      rw [ha' p q r s]
```

The integral is defined in its integrated-by-parts form, which is the starting point here; the passage from the operator to this form belongs to the derivation above. The positions of electrons 1 and 2 are `x` and `y`, and `fderiv ℝ (φ p) x u` is the derivative of orbital $p$ at `x` along `u`. With `u` and `v` the unit vectors along the Cartesian $x$ and $y$ axes, the definition gives the $z$ component, without its physical prefactor.

```lean
/-- The two-electron spin-orbit integral in its integrated-by-parts form, without its physical
prefactor. For orthonormal `u` and `v` it is the component along `u × v`, provided that the orbitals
have derivatives at almost every point and the integral converges. The definition itself assumes
none of this. -/
def spinOrbitIntegral {n : ℕ} (φ : Fin n → EuclideanSpace ℝ (Fin 3) → ℝ)
    (u v : EuclideanSpace ℝ (Fin 3)) (p q r s : Fin n) : ℝ :=
  ∫ x, ∫ y, (fderiv ℝ (φ p) x u * fderiv ℝ (φ q) x v
    - fderiv ℝ (φ p) x v * fderiv ℝ (φ q) x u) * (φ r y * φ s y) / ‖x - y‖
```

The next theorem derives the symmetries from the definition. For the exchange of $p$ and $q$, `integral_neg` takes the minus sign through both integrals, and `ring` compares the integrands. Differentiability and convergence are not hypotheses, because Lean assigns the value zero to a missing derivative or a divergent integral; the physical reading needs derivatives at almost every point and a convergent integral.

```lean
/-- The two-electron spin-orbit integrals over real orbitals are antisymmetric in the orbitals
of electron 1 and symmetric in those of electron 2. -/
theorem spinOrbitIntegral_symmetries {n : ℕ} (φ : Fin n → EuclideanSpace ℝ (Fin 3) → ℝ)
    (u v : EuclideanSpace ℝ (Fin 3)) : IsSpinOrbitArray (spinOrbitIntegral φ u v) := by
  refine ⟨fun p q r s => ?_, fun p q r s => ?_⟩
  · -- exchanging p and q reverses the sign of the derivative density
    unfold spinOrbitIntegral
    rw [← integral_neg]
    congr 1
    funext x
    rw [← integral_neg]
    congr 1
    funext y
    ring
  · unfold spinOrbitIntegral
    congr 1
    funext x
    congr 1
    funext y
    ring
```

## Coordinates on ordered pairs

The index sets for the coordinates are subtypes: pairs together with a proof of their ordering.

```lean
/-- Index pairs `p < q` for electron 1. -/
abbrev StrictPair (n : ℕ) := {x : Fin n × Fin n // x.1 < x.2}

/-- Index pairs `r ≤ s` for electron 2. -/
abbrev WeakPair (n : ℕ) := {x : Fin n × Fin n // x.1 ≤ x.2}
```

The map `coords` reads off the selected entries. Its type states that it is linear over the real numbers.

```lean
/-- Evaluation of a spin-orbit array on the index pairs `p < q`, `r ≤ s`. -/
def coords (n : ℕ) : spinOrbitSpace n →ₗ[ℝ] (StrictPair n × WeakPair n → ℝ) where
  toFun g x := g.1 x.1.1.1 x.1.1.2 x.2.1.1 x.2.1.2
  map_add' _ _ := rfl
  map_smul' _ _ := rfl
```

For the inverse direction, `sortPair` forms $(m,\ell)$ from $r$ and $s$, and `rebuild` is the three-case formula for $g$ given above.

```lean
/-- Two orbital indices put in increasing order. -/
def sortPair {n : ℕ} (r s : Fin n) : WeakPair n := ⟨(min r s, max r s), min_le_max⟩

/-- The full four-index array rebuilt from its values on `p < q`, `r ≤ s`. -/
def rebuild {n : ℕ} (c : StrictPair n × WeakPair n → ℝ) (p q r s : Fin n) : ℝ :=
  if h : p < q then c (⟨(p, q), h⟩, sortPair r s)
  else if h : q < p then -c (⟨(q, p), h⟩, sortPair r s) else 0
```

The symmetries of the rebuilt array follow from the cases $p<q$, $p=q$ and $p>q$, which `lt_trichotomy` supplies. For the second pair it is enough that sorting $(s,r)$ and sorting $(r,s)$ give the same result.

```lean
/-- An array rebuilt from arbitrary stored values has the spin-orbit permutation symmetries. -/
theorem rebuild_symmetries {n : ℕ} (c : StrictPair n × WeakPair n → ℝ) :
    IsSpinOrbitArray (rebuild c) := by
  refine ⟨fun p q r s => ?_, fun p q r s => ?_⟩
  · rcases lt_trichotomy p q with h | h | h
    · have h' : ¬ q < p := lt_asymm h
      simp [rebuild, h, h']
    · subst h
      simp [rebuild]
    · have h' : ¬ p < q := lt_asymm h
      simp [rebuild, h, h']
  · have e : sortPair s r = sortPair r s :=
      Subtype.ext (Prod.ext (min_comm _ _) (max_comm _ _))
    simp only [rebuild, e]
```

Bijectivity combines the two halves of the argument. In the first half, `key` states that the selected entries vanish, `key'` removes the condition $r\le s$, and the final case distinction treats all $p$ and $q$, including the diagonal. In the second half, `rebuild c` is the array with the prescribed entries `c`.

```lean
/-- A spin-orbit array is determined by its values on `p < q`, `r ≤ s`, and these values can be
prescribed freely. -/
theorem coords_bijective (n : ℕ) : Function.Bijective (coords n) := by
  constructor
  · refine (injective_iff_map_eq_zero _).2 fun g hg => Subtype.ext ?_
    have hs : IsSpinOrbitArray g.1 := g.2
    have key : ∀ p q r s, p < q → r ≤ s → g.1 p q r s = 0 := fun p q r s h h' =>
      congrFun hg (⟨(p, q), h⟩, ⟨(r, s), h'⟩)
    -- symmetry in r, s removes the ordering of the second pair
    have key' : ∀ p q r s, p < q → g.1 p q r s = 0 := by
      intro p q r s h
      rcases le_total r s with h' | h'
      · exact key p q r s h h'
      · rw [hs.symm p q s r]
        exact key p q s r h h'
    funext p q r s
    show g.1 p q r s = 0
    rcases lt_trichotomy p q with h | h | h
    · exact key' p q r s h
    · subst h
      linarith [hs.antisymm p p r s]
    · rw [hs.antisymm q p r s, key' q p r s h, neg_zero]
  · intro c
    refine ⟨⟨rebuild c, rebuild_symmetries c⟩, funext ?_⟩
    rintro ⟨⟨⟨p, q⟩, h⟩, ⟨⟨r, s⟩, h'⟩⟩
    show rebuild c p q r s = c (⟨(p, q), h⟩, ⟨(r, s), h'⟩)
    have e : sortPair r s = ⟨(r, s), h'⟩ :=
      Subtype.ext (Prod.ext (min_eq_left h') (max_eq_right h'))
    unfold rebuild
    rw [dif_pos h, e]
```

A bijective linear map is a linear isomorphism, recorded here under a name of its own.

```lean
/-- The linear isomorphism between spin-orbit arrays and their independent entries. -/
def independentEntries (n : ℕ) :
    spinOrbitSpace n ≃ₗ[ℝ] (StrictPair n × WeakPair n → ℝ) :=
  LinearEquiv.ofBijective (coords n) (coords_bijective n)
```

## The dimension

The counts are stated as rational numbers, so that subtraction and division have their usual meaning. In the proof, `ha` and `hb` write $S$ and $W$ as double sums of zeros and ones, `h1` is $S+W=n^2$, and `h2` is $W=S+n$. The last line solves these two linear equations.

```lean
/-- Among `n` orbitals there are `n(n-1)/2` pairs `p < q` and `n(n+1)/2` pairs `r ≤ s`. -/
theorem card_pairs (n : ℕ) :
    (Fintype.card (StrictPair n) : ℚ) = n * (n - 1) / 2 ∧
    (Fintype.card (WeakPair n) : ℚ) = n * (n + 1) / 2 := by
  have ha : Fintype.card (StrictPair n) = ∑ p : Fin n, ∑ q : Fin n, if p < q then 1 else 0 := by
    rw [Fintype.card_subtype, Finset.card_filter, Fintype.sum_prod_type]
  have hb : Fintype.card (WeakPair n) = ∑ p : Fin n, ∑ q : Fin n, if p ≤ q then 1 else 0 := by
    rw [Fintype.card_subtype, Finset.card_filter, Fintype.sum_prod_type]
  -- every ordered pair is either strictly increasing or weakly decreasing
  have h1 : Fintype.card (StrictPair n) + Fintype.card (WeakPair n) = n * n := by
    have hc : (∑ p : Fin n, ∑ q : Fin n, if p ≤ q then 1 else 0)
        = ∑ p : Fin n, ∑ q : Fin n, if q ≤ p then 1 else 0 := Finset.sum_comm
    have h : ∀ p q : Fin n,
        ((if p < q then 1 else 0) + (if q ≤ p then 1 else 0) : ℕ) = 1 := by
      intro p q
      by_cases h : p < q
      · simp [h, not_le_of_gt h]
      · simp [h, not_lt.1 h]
    rw [ha, hb, hc]
    simp only [← Finset.sum_add_distrib, h]
    simp
  -- the weak pairs are the strict pairs and the diagonal
  have h2 : Fintype.card (WeakPair n) = Fintype.card (StrictPair n) + n := by
    have h : ∀ p q : Fin n, (if p ≤ q then 1 else 0 : ℕ)
        = (if p < q then 1 else 0) + (if p = q then 1 else 0) := by
      intro p q
      rcases lt_trichotomy p q with h | h | h
      · simp [h, h.le, h.ne]
      · subst h
        simp
      · simp [not_le_of_gt h, lt_asymm h, h.ne']
    rw [ha, hb]
    simp only [h, Finset.sum_add_distrib]
    simp
  have h1' : (Fintype.card (StrictPair n) : ℚ) + Fintype.card (WeakPair n) = n * n := by
    exact_mod_cast h1
  have h2' : (Fintype.card (WeakPair n) : ℚ) = Fintype.card (StrictPair n) + n := by
    exact_mod_cast h2
  constructor <;> linarith
```

`Module.finrank` is the dimension of the space. The isomorphism carries it over to the space of coordinate arrays, where it equals the number of index combinations, $SW$. The statement holds for every natural number $n$, including $n=0$.

```lean
/-- The space of spin-orbit arrays over `n` real orbitals has dimension `n²(n² - 1)/4`. -/
theorem finrank_spinOrbitSpace (n : ℕ) :
    (Module.finrank ℝ (spinOrbitSpace n) : ℚ) = n ^ 2 * (n ^ 2 - 1) / 4 := by
  rw [LinearEquiv.finrank_eq (independentEntries n), Module.finrank_fintype_fun_eq_card,
    Fintype.card_prod, Nat.cast_mul, (card_pairs n).1, (card_pairs n).2]
  ring
```

The theorem counts the dimension of the space of arrays allowed by the two symmetries. The integrals of a particular orbital set form one array in this space, and they may obey further relations. Spatial symmetry, as in an atom, can add such relations and lower the number of independent values.

## The mean-field contraction

The definition of `meanField` is the formula for $M_{pq}$, for any real `D` and any array `g`. It contains the two-electron part only.

```lean
/-- The two-electron part of the mean-field spin-orbit matrix: the direct term and the two exchange
terms, contracted with the density matrix `D`. -/
def meanField {n : ℕ} (D : Fin n → Fin n → ℝ) (g : Fin n → Fin n → Fin n → Fin n → ℝ)
    (p q : Fin n) : ℝ :=
  ∑ r, ∑ s, D r s * (g p q r s - 3 / 2 * g p s r q - 3 / 2 * g r q p s)
```

The hypotheses of the last theorem are that `D` is symmetric and that `g` has the spin–orbit symmetries; by the earlier theorem, the integrals meet the second one. `Finset.sum_comm` exchanges the order of the two sums, which is the renaming $r\leftrightarrow s$. The equations `h1`, `h2` and `h3` then treat the direct term and the two exchange terms, and `ring` collects them.

```lean
/-- For a symmetric density matrix and an array with the spin-orbit permutation symmetries, the
mean-field matrix is antisymmetric. -/
theorem meanField_antisymm {n : ℕ} {D : Fin n → Fin n → ℝ}
    {g : Fin n → Fin n → Fin n → Fin n → ℝ} (hD : ∀ r s, D r s = D s r)
    (hg : IsSpinOrbitArray g) (p q : Fin n) : meanField D g q p = -meanField D g p q := by
  unfold meanField
  -- after relabelling r and s, each exchange term for (q, p) is minus the other one for (p, q)
  refine Finset.sum_comm.trans ?_
  rw [← Finset.sum_neg_distrib]
  refine Finset.sum_congr rfl fun a _ => ?_
  rw [← Finset.sum_neg_distrib]
  refine Finset.sum_congr rfl fun b _ => ?_
  have h1 : g q p b a = -g p q a b := by rw [hg.antisymm p q b a, hg.symm p q a b]
  have h2 : g q a b p = -g a q p b := by rw [hg.antisymm a q b p, hg.symm a q p b]
  have h3 : g b p q a = -g p b a q := by rw [hg.antisymm p b q a, hg.symm p b a q]
  rw [hD b a, h1, h2, h3]
  ring

end

end SpinOrbitIntegralCount
```

```lean
#print axioms SpinOrbitIntegralCount.spinOrbitIntegral_symmetries
#print axioms SpinOrbitIntegralCount.finrank_spinOrbitSpace
#print axioms SpinOrbitIntegralCount.meanField_antisymm
```

```
'SpinOrbitIntegralCount.spinOrbitIntegral_symmetries' depends on axioms: [propext, Classical.choice, Quot.sound]
'SpinOrbitIntegralCount.finrank_spinOrbitSpace' depends on axioms: [propext, Classical.choice, Quot.sound]
'SpinOrbitIntegralCount.meanField_antisymm' depends on axioms: [propext, Classical.choice, Quot.sound]
```
